# For a harmonic well, the prefactor $1/(\beta hQ)$ is $w/2\pi$ with the classical $Q$ and larger with the quantum $Q$

An atom in a crystal vibrates about its site and, once in a while, jumps over a barrier to the next one. Transition-state theory writes the jump rate as a prefactor times $e^{-\beta E}$, where $\beta = 1/k_BT$ and $E$ is the barrier height, the potential energy at the saddle minus that at the bottom of the well, with no zero-point energy included. For a single harmonic mode of angular frequency $w$ the prefactor is $1/(\beta h Q)$, with $Q$ the partition function of the well. I was taught that the classical phase-space integral turns this into $w/2\pi$, the rate at which the atom runs at the barrier, and that Planck's constant $h$ drops out. I was also told that the quantum $Q = 1/(2\sinh(\beta\hbar w/2))$ gives something larger, which returns to $w/2\pi$ when the system is hot.

Can this be made rigorous and checked by machine, with the integral actually carried out? And what is left of it when the well and the saddle have further vibrations?

## The two theories differ by factors of $\sinh y/y$

Yes. For one mode the claim holds as you state it. With further modes the classical prefactor also contains the ratios of well to saddle frequencies. The quantum prefactor still tends to the classical one at high temperature, and it is still the larger of the two provided that no saddle mode is stiffer than its partner in the well.

**Classical well.** Let $m$ be the mass, $x$ the position and $p$ the momentum. The Boltzmann factor splits into two Gaussians:

$$Q = \frac1h\int e^{-\beta m w^2x^2/2}\,dx\int e^{-\beta p^2/2m}\,dp = \frac1h\sqrt{\frac{2\pi}{\beta m w^2}}\sqrt{\frac{2\pi m}{\beta}} = \frac{2\pi}{\beta h w}.$$

The mass cancels, and $1/(\beta hQ) = w/2\pi$.

**Quantum well.** Write $y_u = \beta\hbar u/2$ for a mode of frequency $u$, and $r(y) = \sinh y/y$. Since $\hbar = h/2\pi$, we have $y_w = \beta h w/4\pi$, so $2/(\beta h) = w/(2\pi y_w)$ and

$$\frac{1}{\beta hQ} = \frac{2\sinh y_w}{\beta h} = \frac{w}{2\pi}\,r(y_w).$$

The place to go wrong is the argument of the sinh. With $h$ there instead of $\hbar$, the high-temperature limit comes out as $w$, too large by a factor of $2\pi$.

**Further modes.** Let the well have a reactive mode $w_0$ and other modes $w_i$, and let the saddle have modes $v_i$. The prefactor is $\frac{1}{\beta hQ(w_0)}\prod_i Q(v_i)/Q(w_i)$. Classically $Q(v_i)/Q(w_i) = w_i/v_i$. In the quantum case

$$\frac{Q(v_i)}{Q(w_i)} = \frac{\sinh y_{w_i}}{\sinh y_{v_i}} = \frac{w_i}{v_i}\,\frac{r(y_{w_i})}{r(y_{v_i})},$$

so the quantum prefactor equals

$$\Big(\frac{w_0}{2\pi}\prod_i\frac{w_i}{v_i}\Big)\; r(y_{w_0})\prod_i\frac{r(y_{w_i})}{r(y_{v_i})},$$

and the first bracket is the classical result.

**Inequality.** For $y>0$ we have $\sinh y > y$, hence $r(y_{w_0}) > 1$. It remains to see that $r$ does not decrease. For $0<a\le b$ put $g(x) = a\sinh(bx) - b\sinh(ax)$. Then $g(0)=0$ and $g'(x) = ab\,(\cosh bx - \cosh ax)\ge 0$ for $x\ge0$, so $g(1)\ge 0$. This says $a\sinh b\ge b\sinh a$, and dividing by $ab$ gives $r(b)\ge r(a)$. If $v_i\le w_i$ for every $i$, each ratio in the last product is therefore at least one, and the whole correction exceeds one.

**Limit.** As $y\to0$, $r(y)$ tends to the derivative of $\sinh$ at zero, which is $\cosh 0 = 1$. Every $y_u$ goes to zero with $\beta$, and a finite product of factors tending to one tends to one.

The opposite limit shows where the excess comes from. In a very cold well $2\sinh y_w\approx e^{\beta\hbar w/2}$, so the prefactor contains the zero-point energy $\hbar w/2$, by which the atom already sits above the bottom of the well. It must not be counted twice: if the barrier $E$ is already lowered by $\hbar w/2$, the factor $e^{\beta\hbar w/2}$ leaves the prefactor, which becomes $(1-e^{-\beta\hbar w})/(\beta h)$ and lies below $w/2\pi$.

Here is the complete Lean file.

```lean
import Mathlib

open Real Filter Topology MeasureTheory

namespace HarmonicTST

noncomputable section

/-- Energy of a harmonic oscillator of mass `m ≠ 0` and angular frequency `w` at the
phase-space point `z = (x, p)`. -/
def energy (m w : ℝ) (z : ℝ × ℝ) : ℝ := z.2 ^ 2 / (2 * m) + m * w ^ 2 * z.1 ^ 2 / 2

/-- Classical partition function of one mode: the phase-space integral of the Boltzmann
factor in units of Planck's constant `h ≠ 0`. -/
def classicalQ (h β m w : ℝ) : ℝ := (1 / h) * ∫ z : ℝ × ℝ, Real.exp (-β * energy m w z)

/-- Half the ratio of the vibrational quantum to the thermal energy, `β ħ w / 2` with
`ħ = h / (2 π)`. -/
def halfQuantum (h β w : ℝ) : ℝ := β * (h / (2 * π)) * w / 2

/-- Quantum partition function `1 / (2 sinh (β ħ w / 2))` of one mode, for nonzero
`β`, `h` and `w`. -/
def quantumQ (h β w : ℝ) : ℝ := 1 / (2 * Real.sinh (halfQuantum h β w))

/-- The ratio `sinh y / y`, for `y ≠ 0`. -/
def sinhRatio (y : ℝ) : ℝ := Real.sinh y / y

/-- Transition-state prefactor for a well with reactive mode `w₀` and further modes `w i`, and
a saddle with modes `v i`; `Q` gives the partition function of a mode from its frequency.
The domain is `β`, `h`, `Q w₀` and all `Q (w i)` nonzero. -/
def tstPrefactor {ι : Type*} [Fintype ι] (h β : ℝ) (Q : ℝ → ℝ) (w₀ : ℝ) (w v : ι → ℝ) : ℝ :=
  1 / (β * h * Q w₀) * ∏ i, Q (v i) / Q (w i)

/-- The Boltzmann factor of the harmonic well is integrable over phase space, and the classical
partition function is `2 π / (β h w)`. -/
theorem classicalQ_eq {h β m w : ℝ} (hβ : 0 < β) (hm : 0 < m) (hw : 0 < w) :
    Integrable (fun z : ℝ × ℝ => Real.exp (-β * energy m w z)) ∧
      classicalQ h β m w = 2 * π / (β * h * w) := by
  -- the Boltzmann factor is a Gaussian in position times a Gaussian in momentum
  have split : (fun z : ℝ × ℝ => Real.exp (-β * energy m w z)) = fun z : ℝ × ℝ =>
      Real.exp (-(β * m * w ^ 2 / 2) * z.1 ^ 2) * Real.exp (-(β / (2 * m)) * z.2 ^ 2) := by
    funext z
    rw [← Real.exp_add]
    congr 1
    unfold energy
    ring
  have hx : 0 < β * m * w ^ 2 / 2 := by positivity
  have hp : 0 < β / (2 * m) := by positivity
  constructor
  · rw [split, Measure.volume_eq_prod]
    exact (integrable_exp_neg_mul_sq hx).mul_prod (integrable_exp_neg_mul_sq hp)
  · have hsq : π / (β * m * w ^ 2 / 2) * (π / (β / (2 * m))) = (2 * π / (β * w)) ^ 2 := by
      field_simp
    unfold classicalQ
    rw [split, Measure.volume_eq_prod,
      integral_prod_mul (fun x : ℝ => Real.exp (-(β * m * w ^ 2 / 2) * x ^ 2))
        (fun p : ℝ => Real.exp (-(β / (2 * m)) * p ^ 2)),
      integral_gaussian, integral_gaussian, ← Real.sqrt_mul (by positivity), hsq,
      Real.sqrt_sq (by positivity), div_mul_div_comm]
    congr 1 <;> ring

/-- The classical prefactor `1 / (β h Q)` of a harmonic well is its frequency `w / (2 π)`. -/
theorem classical_well_prefactor {h β m w : ℝ} (hh : 0 < h) (hβ : 0 < β) (hm : 0 < m)
    (hw : 0 < w) : 1 / (β * h * classicalQ h β m w) = w / (2 * π) := by
  rw [(classicalQ_eq hβ hm hw).2]
  field_simp

/-- The ratio `sinh y / y` does not decrease as `y > 0` grows. -/
theorem sinhRatio_mono {a b : ℝ} (ha : 0 < a) (hab : a ≤ b) : sinhRatio a ≤ sinhRatio b := by
  have hb : 0 < b := ha.trans_le hab
  have hd : ∀ x : ℝ, HasDerivAt (fun x => a * Real.sinh (b * x) - b * Real.sinh (a * x))
      (a * (Real.cosh (b * x) * (b * 1)) - b * (Real.cosh (a * x) * (a * 1))) x := fun x =>
    (((hasDerivAt_id' x).const_mul b).sinh.const_mul a).fun_sub
      (((hasDerivAt_id' x).const_mul a).sinh.const_mul b)
  have hmono : MonotoneOn (fun x => a * Real.sinh (b * x) - b * Real.sinh (a * x))
      (Set.Ici 0) := by
    apply monotoneOn_of_deriv_nonneg (convex_Ici 0)
    · exact fun x _ => (hd x).continuousAt.continuousWithinAt
    · exact fun x _ => (hd x).differentiableAt.differentiableWithinAt
    · intro x hx
      rw [interior_Ici] at hx
      have hx0 : 0 < x := hx
      have hc : Real.cosh (a * x) ≤ Real.cosh (b * x) := by
        rw [Real.cosh_le_cosh, abs_of_pos (mul_pos ha hx0), abs_of_pos (mul_pos hb hx0)]
        exact mul_le_mul_of_nonneg_right hab hx0.le
      rw [(hd x).deriv]
      linarith [mul_le_mul_of_nonneg_left hc (mul_pos ha hb).le]
  -- compare the values at 0 and 1
  have h01 := hmono (Set.mem_Ici.2 le_rfl) (Set.mem_Ici.2 zero_le_one) zero_le_one
  simp only [mul_zero, Real.sinh_zero, sub_zero, mul_one] at h01
  unfold sinhRatio
  rw [div_le_div_iff₀ ha hb]
  linarith

/-- For a mode of any positive frequency, `sinh y / y` at `y = β ħ w / 2` tends to one in the
high-temperature limit. -/
theorem sinhRatio_tendsto {h w : ℝ} (hh : 0 < h) (hw : 0 < w) :
    Tendsto (fun β => sinhRatio (halfQuantum h β w)) (𝓝[>] 0) (𝓝 1) := by
  -- the limit at zero is the derivative of sinh there
  have h1 : Tendsto sinhRatio (𝓝[≠] 0) (𝓝 1) := by
    have h2 := hasDerivAt_iff_tendsto_slope_zero.1 (Real.hasDerivAt_sinh 0)
    simp only [zero_add, Real.sinh_zero, sub_zero, Real.cosh_zero, smul_eq_mul] at h2
    refine h2.congr fun y => ?_
    unfold sinhRatio
    ring
  refine h1.comp (tendsto_nhdsWithin_iff.2 ⟨?_, ?_⟩)
  · have hc : Continuous fun β => halfQuantum h β w := by
      unfold halfQuantum
      fun_prop
    have h3 := hc.tendsto 0
    have h0 : halfQuantum h 0 w = 0 := by simp [halfQuantum]
    rw [h0] at h3
    exact h3.mono_left nhdsWithin_le_nhds
  · filter_upwards [self_mem_nhdsWithin] with β hβ
    have hβ' : 0 < β := hβ
    have : 0 < halfQuantum h β w := by unfold halfQuantum; positivity
    exact this.ne'

/-- The quantum many-mode prefactor is the classical expression times a factor `sinh y / y` for
each well mode, divided by such a factor for each saddle mode. -/
theorem quantum_tst_eq {ι : Type*} [Fintype ι] {h β w₀ : ℝ} {w v : ι → ℝ} (hh : 0 < h)
    (hβ : 0 < β) (hw₀ : 0 < w₀) (hw : ∀ i, 0 < w i) (hv : ∀ i, 0 < v i) :
    tstPrefactor h β (quantumQ h β) w₀ w v =
      (w₀ / (2 * π) * ∏ i, w i / v i) * (sinhRatio (halfQuantum h β w₀) *
        ∏ i, sinhRatio (halfQuantum h β (w i)) / sinhRatio (halfQuantum h β (v i))) := by
  have hs : ∀ u : ℝ, 0 < u → 0 < Real.sinh (halfQuantum h β u) := fun u hu =>
    Real.sinh_pos_iff.2 (by unfold halfQuantum; positivity)
  have one : ∀ s : ℝ, 0 < s → 1 / (β * h * (1 / (2 * s))) =
      w₀ / (2 * π) * (s / (β * (h / (2 * π)) * w₀ / 2)) := by
    intro s hs
    field_simp
  have two : ∀ a b s t : ℝ, 0 < a → 0 < b → 0 < s → 0 < t →
      1 / (2 * t) / (1 / (2 * s)) = a / b *
        (s / (β * (h / (2 * π)) * a / 2) / (t / (β * (h / (2 * π)) * b / 2))) := by
    intro a b s t ha hb hs ht
    field_simp
  have e₀ : 1 / (β * h * quantumQ h β w₀) =
      w₀ / (2 * π) * sinhRatio (halfQuantum h β w₀) := one _ (hs w₀ hw₀)
  have e : ∀ i, quantumQ h β (v i) / quantumQ h β (w i) = w i / v i *
      (sinhRatio (halfQuantum h β (w i)) / sinhRatio (halfQuantum h β (v i))) := fun i =>
    two _ _ _ _ (hw i) (hv i) (hs _ (hw i)) (hs _ (hv i))
  unfold tstPrefactor
  rw [e₀, Finset.prod_congr rfl (fun i _ => e i), Finset.prod_mul_distrib]
  ring

/-- The classical many-mode prefactor is `1 / (2 π)` times the product of the well frequencies
over the product of the saddle frequencies. -/
theorem classical_tst {ι : Type*} [Fintype ι] {h β m w₀ : ℝ} {w v : ι → ℝ} (hh : 0 < h)
    (hβ : 0 < β) (hm : 0 < m) (hw₀ : 0 < w₀) (hw : ∀ i, 0 < w i) (hv : ∀ i, 0 < v i) :
    tstPrefactor h β (classicalQ h β m) w₀ w v = w₀ / (2 * π) * ∏ i, w i / v i := by
  unfold tstPrefactor
  rw [classical_well_prefactor hh hβ hm hw₀]
  congr 1
  refine Finset.prod_congr rfl fun i _ => ?_
  have h1 := hw i
  have h2 := hv i
  rw [(classicalQ_eq hβ hm h1).2, (classicalQ_eq hβ hm h2).2]
  field_simp

/-- If no saddle mode is stiffer than its partner in the well, the quantum prefactor strictly
exceeds the classical one. -/
theorem classical_lt_quantum_tst {ι : Type*} [Fintype ι] {h β m w₀ : ℝ} {w v : ι → ℝ}
    (hh : 0 < h) (hβ : 0 < β) (hm : 0 < m) (hw₀ : 0 < w₀) (hv : ∀ i, 0 < v i)
    (hvw : ∀ i, v i ≤ w i) :
    tstPrefactor h β (classicalQ h β m) w₀ w v < tstPrefactor h β (quantumQ h β) w₀ w v := by
  have hw : ∀ i, 0 < w i := fun i => (hv i).trans_le (hvw i)
  have hq : ∀ u : ℝ, 0 < u → 0 < halfQuantum h β u := fun u hu => by
    unfold halfQuantum; positivity
  have hr : ∀ u : ℝ, 0 < u → 1 < sinhRatio (halfQuantum h β u) := fun u hu =>
    (one_lt_div (hq u hu)).2 (Real.self_lt_sinh_iff.2 (hq u hu))
  -- each pair of modes contributes a factor of at least one
  have hP : 1 ≤ ∏ i, sinhRatio (halfQuantum h β (w i)) / sinhRatio (halfQuantum h β (v i)) := by
    calc (1 : ℝ) = ∏ _i : ι, (1 : ℝ) := by simp
      _ ≤ _ := Finset.prod_le_prod (fun _ _ => zero_le_one) fun i _ => by
        rw [one_le_div (zero_lt_one.trans (hr _ (hv i)))]
        apply sinhRatio_mono (hq _ (hv i))
        have := hvw i
        unfold halfQuantum
        gcongr
  have hC : 0 < w₀ / (2 * π) * ∏ i, w i / v i :=
    mul_pos (by positivity) (Finset.prod_pos fun i _ => div_pos (hw i) (hv i))
  rw [classical_tst hh hβ hm hw₀ hw hv, quantum_tst_eq hh hβ hw₀ hw hv]
  exact lt_mul_of_one_lt_right hC (by nlinarith [hr w₀ hw₀])

/-- In the high-temperature limit the quantum many-mode prefactor tends to the classical expression,
`w₀ / (2 π)` times the product of the ratios `w i / v i`. -/
theorem quantum_tst_tendsto {ι : Type*} [Fintype ι] {h w₀ : ℝ} {w v : ι → ℝ} (hh : 0 < h)
    (hw₀ : 0 < w₀) (hw : ∀ i, 0 < w i) (hv : ∀ i, 0 < v i) :
    Tendsto (fun β => tstPrefactor h β (quantumQ h β) w₀ w v) (𝓝[>] 0)
      (𝓝 (w₀ / (2 * π) * ∏ i, w i / v i)) := by
  have hlim := ((sinhRatio_tendsto hh hw₀).mul (tendsto_finsetProd Finset.univ fun i _ =>
    (sinhRatio_tendsto hh (hw i)).div (sinhRatio_tendsto hh (hv i)) one_ne_zero)).const_mul
      (w₀ / (2 * π) * ∏ i, w i / v i)
  simp only [div_one, Finset.prod_const_one, mul_one] at hlim
  refine hlim.congr' ?_
  filter_upwards [self_mem_nhdsWithin] with β hβ
  exact (quantum_tst_eq hh hβ hw₀ hw hv).symm

/-- For a single well the quantum prefactor `1 / (β h Q)` exceeds `w / (2 π)` at every
temperature and tends to it as `β` tends to zero. -/
theorem quantum_well_prefactor {h w : ℝ} (hh : 0 < h) (hw : 0 < w) :
    (∀ β, 0 < β → w / (2 * π) < 1 / (β * h * quantumQ h β w)) ∧
      Tendsto (fun β => 1 / (β * h * quantumQ h β w)) (𝓝[>] 0) (𝓝 (w / (2 * π))) := by
  -- the case without further modes
  constructor
  · intro β hβ
    have h1 := classical_lt_quantum_tst (ι := Fin 0) (w := fun _ => 1) (v := fun _ => 1)
      hh hβ one_pos hw (fun _ => one_pos) (fun _ => le_rfl)
    simp only [tstPrefactor, Finset.univ_eq_empty, Finset.prod_empty, mul_one] at h1
    rwa [classical_well_prefactor hh hβ one_pos hw] at h1
  · have h2 := quantum_tst_tendsto (ι := Fin 0) (w := fun _ => 1) (v := fun _ => 1)
      hh hw (fun _ => one_pos) (fun _ => one_pos)
    simpa only [tstPrefactor, Finset.univ_eq_empty, Finset.prod_empty, mul_one] using h2

end

end HarmonicTST
```

```lean
#print axioms HarmonicTST.classical_well_prefactor
#print axioms HarmonicTST.quantum_well_prefactor
```

```
'HarmonicTST.classical_well_prefactor' depends on axioms: [propext, Classical.choice, Quot.sound]
'HarmonicTST.quantum_well_prefactor' depends on axioms: [propext, Classical.choice, Quot.sound]
```

## How the file expresses wells, saddles and temperature

`energy m w z` is the oscillator Hamiltonian at the phase-space point `z`, with position `z.1` and momentum `z.2`. `classicalQ` is the integral of the Boltzmann factor over the plane, divided by `h`. The constant `h` is an arbitrary positive real; physically it is the phase-space area assigned to one quantum state. `halfQuantum h β w` is $y_w$, with $\hbar$ spelled out as `h / (2 * π)`, and `sinhRatio` is $r$.

`tstPrefactor` takes the partition function `Q` as an argument, a function from frequency to number. Supplying `classicalQ h β m` or `quantumQ h β` gives the two theories from one definition. The further modes are indexed by a finite type `ι`, which may be empty. All classical modes share one mass `m`, which costs nothing because the mass cancels.

The results read as follows, for positive parameters:

- `classical_well_prefactor`: the classical $1/(\beta hQ)$ is $w/2\pi$.
- `quantum_well_prefactor`: the quantum one is strictly larger at every $\beta>0$, and tends to $w/2\pi$ as $\beta\to0$ from above, written `𝓝[>] 0`.
- `classical_tst` and `quantum_tst_eq`: the two many-mode formulas above.
- `classical_lt_quantum_tst`: the strict inequality, under the hypothesis `v i ≤ w i` for all `i`. Physically, each vibration across the reaction path is at most as stiff at the saddle as its partner in the well.
- `quantum_tst_tendsto`: the many-mode limit, without that hypothesis.

The quantum partition function enters as a closed form; it is not derived from the levels $\hbar w(n+\tfrac12)$. Transition-state theory itself is taken as given: the file treats the prefactor, not the rate, and has no tunnelling, recrossing or anharmonicity. Within this harmonic model, and as long as no saddle mode is stiffer than its partner in the well, the result tells someone who computes jump rates from vibrational frequencies that quantising the modes raises the prefactor that goes with a barrier $E$ free of zero-point corrections.

## From the Gaussian integral to the many-mode inequality

`classicalQ_eq` does the integral. The step `split` rewrites the Boltzmann factor as a product of Gaussians. Integrability over the plane follows from that of each factor, `integral_prod_mul` separates the double integral, and `integral_gaussian` evaluates both parts. The two square roots are then merged, and `hsq` recognises what stands under the root as $(2\pi/\beta w)^2$. `classical_well_prefactor` substitutes the value.

`sinhRatio_mono` is the argument with $g$: `hd` computes the derivative, `hmono` deduces that $g$ is monotone on $x\ge0$, and `h01` compares $x=0$ with $x=1$. `sinhRatio_tendsto` reads the limit of $r$ off the derivative of $\sinh$ at zero and composes it with $\beta\mapsto y_w$. For this it checks that $y_w$ tends to zero without being zero when $\beta>0$.

In `quantum_tst_eq` the auxiliary facts `one` and `two` are the algebra for the reactive mode and for a pair of modes, with positive letters in place of the sinh values. The product over modes is then split into frequency ratios and $r$ ratios. `classical_tst` does the corresponding classical cancellation.

For the inequality, `hr` states $r(y_u)>1$ and `hP` bounds the product of ratios below by one, using `sinhRatio_mono` for each pair. The classical prefactor is positive, so multiplying it by a number above one increases it. `quantum_tst_tendsto` multiplies the limits of the single factors and carries the result over to the prefactor through `quantum_tst_eq`, which holds for every $\beta>0$.

Your original question is the smallest case. `quantum_well_prefactor` takes `ι` to be `Fin 0`, so there are no further modes, the products equal one, and the condition on the saddle is satisfied automatically. The excess is then due to $r(y_w)$ alone.
